# For positive $R$, $T$ and $w$, the noise $2Rw\coth(w/2T)$ lies strictly between $\max(4RT,\,2Rw)$ and $4RT+2Rw$

## Question

Take a resistor of resistance $R$ in equilibrium at temperature $T$, and let $w$ be the angular frequency. In units with $\hbar=k=1$, the symmetrised voltage noise, counted over positive frequencies only and per unit of ordinary frequency $w/2\pi$, is

$$S(w)=2Rw\coth\frac{w}{2T}.$$

At low frequency this should reduce to the thermal value $4RT$, and at high frequency to the zero-point value $2Rw$. In between, I would expect $S$ to be at least the larger of the two values and at most their sum:

$$\max(4RT,\,2Rw)\le S(w)\le 4RT+2Rw .$$

I usually justify this by expanding the hyperbolic cotangent at both ends and looking at a plot. Can it be proved for all positive $R$, $T$ and $w$, together with the limit $S\to4RT$ as $w\to0$ from above, and can the proof be checked in Lean 4 with Mathlib?

## Answer

Yes, and both inequalities are strict. There is also a sharper upper bound, in which the thermal and zero-point values are added in quadrature.

### One variable is enough

Set $x=w/(2T)$, so that $w=2Tx$ and $x>0$. Then

$$S=2R\,(2Tx)\coth x=4RT\;x\coth x .$$

The thermal value $4RT$ corresponds to $x\coth x=1$. The zero-point value is $2Rw=4RT\,x$. What remains is to locate $x\coth x$ relative to $1$ and $x$.

**The thermal floor.** Let $f(x)=x\cosh x-\sinh x$. Then $f(0)=0$ and

$$f'(x)=\cosh x+x\sinh x-\cosh x=x\sinh x>0\qquad(x>0),$$

so $f(x)>0$ for $x>0$. Dividing $x\cosh x>\sinh x$ by $\sinh x>0$ gives $x\coth x>1$, hence $S>4RT$.

**The zero-point floor.** Since $\cosh x-\sinh x=e^{-x}>0$ and $\sinh x>0$, we have $\coth x>1$. Multiplying by $2Rw>0$ gives $S>2Rw$.

**The upper bounds.** From $\cosh^2x=1+\sinh^2x$,

$$(x\coth x)^2=x^2+\frac{x^2}{\sinh^2x}.$$

The difference $\sinh x-x$ vanishes at $0$ and has derivative $\cosh x-1>0$ for $x>0$, so $\sinh x>x$ and the last fraction is less than $1$. Therefore $(x\coth x)^2<1+x^2$, and multiplying by $(4RT)^2$ gives

$$S^2<(4RT)^2+(2Rw)^2 .$$

The right-hand side is smaller than $(4RT+2Rw)^2$, because the cross term $2\,(4RT)(2Rw)$ is positive. Both $S$ and $4RT+2Rw$ are positive, so taking square roots gives $S<4RT+2Rw$.

**The limits.** For $w>0$ we now have $4RT<S(w)<4RT+2Rw$. As $w\to0$ from above, the right-hand side tends to $4RT$, and $S$ is squeezed to the same value. If instead $w$ is fixed and $T\to0$ from above, then $2Rw<S<4RT+2Rw$ squeezes $S$ to $2Rw$.

### The bounds as statements about mode energy

Let $n(w)=1/(e^{w/T}-1)$ be the Planck occupation. Multiplying the numerator and denominator of $\coth x$ by $e^{x}$ gives

$$\coth x=\frac{e^{2x}+1}{e^{2x}-1}=1+\frac{2}{e^{2x}-1},\qquad\text{so}\qquad \coth\frac{w}{2T}=1+2n(w),$$

and

$$S=2Rw+4Rw\,n(w)=4R\cdot w\left(n(w)+\tfrac12\right).$$

The noise is thus $4R$ times the mean energy of a harmonic mode of frequency $w$. The two floors say that this energy exceeds both the equipartition value $T$ and the zero-point energy $w/2$. The additive bound says that the thermal part $w\,n(w)$ stays below $T$.

### The Lean file

```lean
import Mathlib

open Filter Topology

namespace ThermalQuantumVoltageNoise

noncomputable section

/-- The hyperbolic cotangent. -/
def coth (x : ℝ) : ℝ := Real.cosh x / Real.sinh x

/-- The Planck occupation of a mode of frequency `w` at temperature `T`, with `ħ = k = 1`. -/
def planck (T w : ℝ) : ℝ := 1 / (Real.exp (w / T) - 1)

/-- The voltage noise spectrum of a resistor `R` at temperature `T` and frequency `w`,
with `ħ = k = 1`. -/
def voltageNoise (R T w : ℝ) : ℝ := 2 * R * w * coth (w / (2 * T))

/-- For nonzero `T` and `w`, the factor `coth (w / 2T)` is one plus twice the Planck occupation. -/
theorem coth_eq_one_add_two_planck {T w : ℝ} (hT : T ≠ 0) (hw : w ≠ 0) :
    coth (w / (2 * T)) = 1 + 2 * planck T w := by
  have hx : w / (2 * T) ≠ 0 := div_ne_zero hw (mul_ne_zero two_ne_zero hT)
  have hs : Real.sinh (w / (2 * T)) ≠ 0 := fun h => hx (Real.sinh_eq_zero.1 h)
  have he : Real.exp (w / T) - 1 ≠ 0 := by
    intro h
    exact div_ne_zero hw hT ((Real.exp_eq_one_iff _).1 (sub_eq_zero.1 h))
  -- the Boltzmann factor is the square of the exponential in coth
  have h2 : Real.exp (w / T) = Real.exp (w / (2 * T)) ^ 2 := by
    rw [pow_two, ← Real.exp_add]
    congr 1
    field_simp
    try ring
  have ha : Real.exp (w / (2 * T)) ≠ 0 := Real.exp_ne_zero _
  unfold coth planck
  rw [div_eq_iff hs, Real.cosh_eq, Real.sinh_eq, Real.exp_neg, h2]
  rw [h2] at he
  generalize Real.exp (w / (2 * T)) = a at ha he
  field_simp
  try ring

/-- For positive `x`, the product `x coth x` exceeds one. -/
theorem one_lt_mul_coth {x : ℝ} (hx : 0 < x) : 1 < x * coth x := by
  have hd : ∀ y : ℝ, HasDerivAt (fun y => y * Real.cosh y - Real.sinh y)
      (y * Real.sinh y) y := fun y =>
    (((hasDerivAt_id' y).fun_mul (Real.hasDerivAt_cosh y)).fun_sub
      (Real.hasDerivAt_sinh y)).congr_deriv (by ring)
  -- x cosh x - sinh x starts at zero and grows
  have hm : StrictMonoOn (fun y : ℝ => y * Real.cosh y - Real.sinh y) (Set.Ici 0) := by
    apply strictMonoOn_of_deriv_pos (convex_Ici 0)
    · exact fun y _ => (hd y).continuousAt.continuousWithinAt
    · intro y hy
      rw [interior_Ici] at hy
      rw [(hd y).deriv]
      exact mul_pos hy (Real.sinh_pos_iff.2 hy)
  have h := hm (Set.mem_Ici.2 le_rfl) (Set.mem_Ici.2 hx.le) hx
  simp only [Real.sinh_zero, zero_mul, sub_zero] at h
  unfold coth
  rw [← mul_div_assoc, one_lt_div (Real.sinh_pos_iff.2 hx)]
  linarith

/-- For positive `x`, the square of `x coth x` is less than `1 + x ^ 2`. -/
theorem mul_coth_sq_lt {x : ℝ} (hx : 0 < x) : (x * coth x) ^ 2 < 1 + x ^ 2 := by
  have hs : 0 < Real.sinh x := Real.sinh_pos_iff.2 hx
  have hlt : x < Real.sinh x := Real.self_lt_sinh_iff.2 hx
  have hsq : x ^ 2 < Real.sinh x ^ 2 := by nlinarith
  unfold coth
  rw [← mul_div_assoc, div_pow, div_lt_iff₀ (pow_pos hs 2), mul_pow, Real.cosh_sq]
  nlinarith

/-- At frequency `w = 2Tx` the noise is the classical value `4RT` times `x coth x`. -/
theorem voltageNoise_scaled (R x : ℝ) {T : ℝ} (hT : T ≠ 0) :
    voltageNoise R T (2 * T * x) = 4 * R * T * (x * coth x) := by
  unfold voltageNoise
  rw [mul_div_cancel_left₀ x (mul_ne_zero two_ne_zero hT)]
  ring

/-- For positive `R`, `T` and `w`, the noise lies below the thermal value `4RT` and the quantum
value `2Rw` added in quadrature. -/
theorem voltageNoise_sq_lt {R T w : ℝ} (hR : 0 < R) (hT : 0 < T) (hw : 0 < w) :
    voltageNoise R T w ^ 2 < (4 * R * T) ^ 2 + (2 * R * w) ^ 2 := by
  obtain ⟨x, hx, rfl⟩ : ∃ x, 0 < x ∧ w = 2 * T * x :=
    ⟨w / (2 * T), by positivity, by field_simp⟩
  rw [voltageNoise_scaled R x hT.ne']
  have hA : 0 < (4 * R * T) ^ 2 := by positivity
  calc (4 * R * T * (x * coth x)) ^ 2 = (4 * R * T) ^ 2 * (x * coth x) ^ 2 := by ring
    _ < (4 * R * T) ^ 2 * (1 + x ^ 2) := mul_lt_mul_of_pos_left (mul_coth_sq_lt hx) hA
    _ = (4 * R * T) ^ 2 + (2 * R * (2 * T * x)) ^ 2 := by ring

/-- For positive `R`, `T` and `w`, the noise lies strictly between the larger of the thermal value
`4RT` and the quantum value `2Rw`, and their sum. -/
theorem voltageNoise_bounds {R T w : ℝ} (hR : 0 < R) (hT : 0 < T) (hw : 0 < w) :
    max (4 * R * T) (2 * R * w) < voltageNoise R T w ∧
      voltageNoise R T w < 4 * R * T + 2 * R * w := by
  refine ⟨max_lt ?_ ?_, ?_⟩
  · -- thermal floor
    obtain ⟨x, hx, rfl⟩ : ∃ x, 0 < x ∧ w = 2 * T * x :=
      ⟨w / (2 * T), by positivity, by field_simp⟩
    rw [voltageNoise_scaled R x hT.ne']
    exact lt_mul_of_one_lt_right (by positivity) (one_lt_mul_coth hx)
  · -- quantum floor
    have hx : 0 < w / (2 * T) := by positivity
    have hc : 1 < coth (w / (2 * T)) := by
      unfold coth
      rw [one_lt_div (Real.sinh_pos_iff.2 hx)]
      exact Real.sinh_lt_cosh _
    exact lt_mul_of_one_lt_right (by positivity) hc
  · -- the quadrature bound implies the additive one
    have h := voltageNoise_sq_lt hR hT hw
    have hp : 0 < (4 * R * T) * (2 * R * w) := by positivity
    exact lt_of_pow_lt_pow_left₀ 2 (by positivity) (by nlinarith)

/-- For positive `R` and `T`, at every positive frequency the noise lies strictly between `max (4RT)
(2Rw)` and `4RT + 2Rw`, and it tends to `4RT` as the frequency tends to zero from above. -/
theorem thermal_quantum_crossover {R T : ℝ} (hR : 0 < R) (hT : 0 < T) :
    (∀ w, 0 < w → max (4 * R * T) (2 * R * w) < voltageNoise R T w ∧
      voltageNoise R T w < 4 * R * T + 2 * R * w) ∧
    Tendsto (fun w => voltageNoise R T w) (𝓝[>] 0) (𝓝 (4 * R * T)) := by
  refine ⟨fun w hw => voltageNoise_bounds hR hT hw, ?_⟩
  have hc : Continuous (fun w : ℝ => 4 * R * T + 2 * R * w) := by fun_prop
  have hu : Tendsto (fun w : ℝ => 4 * R * T + 2 * R * w) (𝓝[>] 0) (𝓝 (4 * R * T)) :=
    (hc.tendsto' 0 _ (by simp)).mono_left nhdsWithin_le_nhds
  -- squeeze between the thermal floor and the additive bound
  refine tendsto_of_tendsto_of_tendsto_of_le_of_le' tendsto_const_nhds hu ?_ ?_
  · filter_upwards [self_mem_nhdsWithin] with w hw
    exact (le_max_left _ _).trans (voltageNoise_bounds hR hT hw).1.le
  · filter_upwards [self_mem_nhdsWithin] with w hw
    exact (voltageNoise_bounds hR hT hw).2.le

/-- At fixed positive frequency the noise tends to `2Rw` as the temperature tends to zero
from above. -/
theorem voltageNoise_zero_temperature {R w : ℝ} (hR : 0 < R) (hw : 0 < w) :
    Tendsto (fun T => voltageNoise R T w) (𝓝[>] 0) (𝓝 (2 * R * w)) := by
  have hc : Continuous (fun T : ℝ => 4 * R * T + 2 * R * w) := by fun_prop
  have hu : Tendsto (fun T : ℝ => 4 * R * T + 2 * R * w) (𝓝[>] 0) (𝓝 (2 * R * w)) :=
    (hc.tendsto' 0 _ (by simp)).mono_left nhdsWithin_le_nhds
  -- squeeze between the quantum floor and the additive bound
  refine tendsto_of_tendsto_of_tendsto_of_le_of_le' tendsto_const_nhds hu ?_ ?_
  · filter_upwards [self_mem_nhdsWithin] with T hT
    exact (le_max_right _ _).trans (voltageNoise_bounds hR hT hw).1.le
  · filter_upwards [self_mem_nhdsWithin] with T hT
    exact (voltageNoise_bounds hR hT hw).2.le

end

end ThermalQuantumVoltageNoise
```

```lean
#print axioms ThermalQuantumVoltageNoise.coth_eq_one_add_two_planck
#print axioms ThermalQuantumVoltageNoise.voltageNoise_bounds
#print axioms ThermalQuantumVoltageNoise.thermal_quantum_crossover
#print axioms ThermalQuantumVoltageNoise.voltageNoise_zero_temperature
```

```
'ThermalQuantumVoltageNoise.coth_eq_one_add_two_planck' depends on axioms: [propext, Classical.choice, Quot.sound]
'ThermalQuantumVoltageNoise.voltageNoise_bounds' depends on axioms: [propext, Classical.choice, Quot.sound]
'ThermalQuantumVoltageNoise.thermal_quantum_crossover' depends on axioms: [propext, Classical.choice, Quot.sound]
'ThermalQuantumVoltageNoise.voltageNoise_zero_temperature' depends on axioms: [propext, Classical.choice, Quot.sound]
```

### What the theorems say

All quantities are real numbers. `voltageNoise R T w` is $S(w)$ for resistance `R`, temperature `T` and angular frequency `w`. It is built from `coth`, defined as cosh over sinh, and `planck T w` is $n(w)$. To restore the units, replace $T$ by $kT$ and $w$ by $\hbar w$.

The main theorem, `thermal_quantum_crossover`, assumes `0 < R` and `0 < T` and has two parts.

- For every `w` with `0 < w`, the noise is strictly greater than `max (4 * R * T) (2 * R * w)` and strictly less than `4 * R * T + 2 * R * w`. The non-strict inequalities in the question follow at once.
- The function $w\mapsto S(w)$ tends to $4RT$ along `𝓝[>] 0`, the filter of right-hand neighbourhoods of zero with zero itself left out. This is the limit $w\to0$ from above. Leaving out the endpoint matters: in Lean the quotient `coth 0` is an ordinary real number, so the factor $w=0$ gives `voltageNoise R T 0` the value $0$ instead of $4RT$.

`voltageNoise_sq_lt` is the quadrature bound, and `voltageNoise_zero_temperature` is the limit $T\to0$ from above at fixed positive $w$. `coth_eq_one_add_two_planck` is the occupation identity. It needs only that $T$ and $w$ are nonzero.

The formula for $S$ enters as a definition. In physics it comes from the fluctuation–dissipation theorem, which relates equilibrium voltage fluctuations to the dissipative part of the impedance. That theorem is neither stated nor derived here. The resistance is a single number, so the limits apply to a resistor whose $R$ does not vary with frequency or temperature. The bounds hold at each positive frequency, so integrating them over a finite band of positive frequencies also bounds the total noise in that band.

For such an ideal resistor in equilibrium, the result limits the error in the source spectrum when a simulation drives a circuit with classical white noise of strength $4RT$: the symmetrised quantum spectrum is always larger, by less than $2Rw$.

### How the Lean proof follows the derivation

**Change of variable.** `voltageNoise_scaled` is the identity $S=4RT\,x\coth x$ at $w=2Tx$. Later proofs use it by obtaining a positive `x` with `w = 2 * T * x`, namely $w/(2T)$, and substituting it for `w`.

**Thermal floor.** In `one_lt_mul_coth`, the fact `hd` computes the derivative of $y\cosh y-\sinh y$ by the product and difference rules and simplifies it to $y\sinh y$. The lemma `strictMonoOn_of_deriv_pos` then makes the function strictly increasing on $[0,\infty)$. It asks for continuity on the closed half-line and a positive derivative in the interior only, which fits because the derivative vanishes at $0$. Comparing the values at $0$ and $x$ gives $\sinh x<x\cosh x$, and `one_lt_div` turns the goal about the quotient into this inequality.

**Quadrature bound.** `mul_coth_sq_lt` takes $x<\sinh x$ from Mathlib's `Real.self_lt_sinh_iff` and squares it. Once the denominator $\sinh^2x$ is cleared and $\cosh^2x$ is rewritten as $\sinh^2x+1$, the goal is

$$x^2(\sinh^2x+1)<(1+x^2)\sinh^2x .$$

The common term $x^2\sinh^2x$ cancels and leaves $x^2<\sinh^2x$, which `nlinarith` supplies. `voltageNoise_sq_lt` multiplies the result by $(4RT)^2$ in a three-line `calc` block, where $2Tx$ stands in place of $w$.

**Two-sided bound.** `voltageNoise_bounds` splits into three goals, since being above a maximum means being above both of its entries. The thermal floor uses `one_lt_mul_coth`. The zero-point floor uses `Real.sinh_lt_cosh`. For the additive bound, `hp` records that the product of $4RT$ and $2Rw$ is positive, `nlinarith` compares the squares, and `lt_of_pow_lt_pow_left₀` removes them.

**Limits.** Both limit proofs use the squeeze theorem, `tendsto_of_tendsto_of_tendsto_of_le_of_le'`. The lower function is constant. The upper one is continuous, and its value at zero is the desired limit. The inequalities are needed only on the positive side of zero, and `self_mem_nhdsWithin` provides that positivity.

**Occupation identity.** `coth_eq_one_add_two_planck` writes $e^{w/T}$ as the square of $a=e^{w/(2T)}$. After that, the claim is an identity between rational functions of $a$, which `field_simp` and `ring` settle. The bounds do not depend on it; it ties the formula to the zero-point and thermal parts.

### The middle of the crossover

The thermal and zero-point values are equal at $w=2T$, that is at $x=1$. There

$$S=4RT\coth 1\approx1.313\cdot4RT,$$

while the floor is $4RT$, the quadrature bound is $\sqrt2\cdot4RT\approx1.414\cdot4RT$ and the additive bound is $2\cdot4RT$. Since $a^2+b^2\le2\max(a,b)^2$ for positive $a$ and $b$, the quadrature bound also shows that the larger of the two values underestimates $S$ by a factor of less than $\sqrt2$ at every positive frequency.

### Where positivity is needed

The upper bound fails for negative frequencies. The function $S$ is even in $w$, but $4RT+2Rw$ is not. With $R=T=1$ and $w=-2$,

$$S=-4\coth(-1)=4\coth1\approx5.25,\qquad 4RT+2Rw=4-4=0 .$$

For nonzero $w$ of either sign, the function $S$ as defined here satisfies the bounds with $|w|$ in place of $w$. The symmetrised two-sided spectral density, which shares the noise equally between $w$ and $-w$, is $S/2$, so its bounds are halved as well.

The strict inequalities also need $R>0$. At $R=0$, a lossless element, the noise and all the bounds are zero, so only the non-strict version survives.
